# The operator x³p + px³ is symmetric on continuously differentiable wave functions of compact support

For a particle on the line with p = −iħ d/dx, the declaration `symmetricOn_compactSupport` states that x³p + px³ can be moved from one side of the overlap ∫ f* g dx to the other. Here f and g are any continuously differentiable complex functions of compact support, not necessarily normalised, and ħ is any real number. The statement is one of symmetry on these functions and does not assert self-adjointness. The proof writes the difference of the two integrands as the derivative of the boundary term 2iħx³f*g, and concludes that its integral over the line is zero. The integrability this needs is drawn partly from the continuity of the operator's output, which is proved first.

The first attempt, which Lean rejects:

```lean
import Mathlib

open MeasureTheory Filter Topology Set ComplexConjugate

namespace CubicMomentumDomain

noncomputable section

/-- The formal operator `x³ p + p x³` with `p = -i ħ d/dx`, acting on wave functions
on the line. -/
def cubicOp (hbar : ℝ) (f : ℝ → ℂ) (x : ℝ) : ℂ :=
  -Complex.I * hbar * (deriv (fun y : ℝ => (y : ℂ) ^ 3 * f y) x + (x : ℂ) ^ 3 * deriv f x)

/-- The overlap integral of two wave functions on the line. -/
def overlap (f g : ℝ → ℂ) : ℂ := ∫ x, conj (f x) * g x

/-- The operator `x³ p + p x³` can be moved from one side of the overlap to the other for
all wave functions in `D`. -/
def SymmetricOn (hbar : ℝ) (D : Set (ℝ → ℂ)) : Prop :=
  ∀ f ∈ D, ∀ g ∈ D, overlap (cubicOp hbar f) g = overlap f (cubicOp hbar g)

/-- At a point of differentiability the operator acts as `-i ħ (3x² f + 2x³ f')`. -/
theorem cubicOp_of_hasDerivAt (hbar : ℝ) {f : ℝ → ℂ} {f' : ℂ} {x : ℝ}
    (hf : HasDerivAt f f' x) :
    cubicOp hbar f x = -Complex.I * hbar * (3 * (x : ℂ) ^ 2 * f x + 2 * (x : ℂ) ^ 3 * f') := by
  have hc : HasDerivAt (fun y : ℝ => (y : ℂ) ^ 3) (3 * (x : ℂ) ^ 2) x := by
    simpa using (hasDerivAt_id' x).ofReal_comp.fun_pow 3
  unfold cubicOp
  rw [(hc.fun_mul hf).deriv, hf.deriv]
  ring

/-- Lagrange identity: the local failure of symmetry is the derivative of the boundary
term `2 i ħ x³ f* g`. -/
theorem lagrange_identity (hbar : ℝ) {f g : ℝ → ℂ} {f' g' : ℂ} {x : ℝ}
    (hf : HasDerivAt f f' x) (hg : HasDerivAt g g' x) :
    HasDerivAt (fun y : ℝ => 2 * Complex.I * hbar * ((y : ℂ) ^ 3 * (conj (f y) * g y)))
      (conj (cubicOp hbar f x) * g x - conj (f x) * cubicOp hbar g x) x := by
  have hc : HasDerivAt (fun y : ℝ => (y : ℂ) ^ 3) (3 * (x : ℂ) ^ 2) x := by
    simpa using (hasDerivAt_id' x).ofReal_comp.fun_pow 3
  have hs : HasDerivAt (fun y => conj (f y)) (conj f') x := hf.star
  refine ((hc.fun_mul (hs.fun_mul hg)).const_mul (2 * Complex.I * hbar)).congr_deriv ?_
  rw [cubicOp_of_hasDerivAt hbar hf, cubicOp_of_hasDerivAt hbar hg]
  simp only [map_mul, map_add, map_neg, map_pow, map_ofNat, Complex.conj_I,
    Complex.conj_ofReal]
  ring

/-- The operator is symmetric on continuously differentiable wave functions of compact
support. -/
theorem symmetricOn_compactSupport (hbar : ℝ) :
    SymmetricOn hbar {f | ContDiff ℝ 1 f ∧ HasCompactSupport f} := by
  have hcont : ∀ f : ℝ → ℂ, ContDiff ℝ 1 f → Continuous (cubicOp hbar f) := by
    intro f hf
    have h1 : Continuous f := hf.continuous
    have h2 : Continuous (deriv f) := hf.continuous_deriv (by simp)
    rw [funext fun x => cubicOp_of_hasDerivAt hbar (hf.differentiable (by simp) x).hasDerivAt]
    fun_prop
  rintro f ⟨hf, hfs⟩ g ⟨hg, hgs⟩
  have cf : Continuous fun x => conj (f x) := Complex.continuous_conj.comp hf.continuous
  have sf : HasCompactSupport fun x => conj (f x) := hfs.comp_left (map_zero _)
  have i1 : Integrable fun x => conj (cubicOp hbar f x) * g x :=
    ((Complex.continuous_conj.comp (hcont f hf)).mul
      hg.continuous).integrable_of_hasCompactSupport hgs.mul_left
  have i2 : Integrable fun x => conj (f x) * cubicOp hbar g x :=
    (cf.mul (hcont g hg)).integrable_of_hasCompactSupport sf.mul_right
  have i3 : Integrable fun x : ℝ =>
      2 * Complex.I * hbar * ((x : ℂ) ^ 3 * (conj (f x) * g x)) :=
    (((Complex.continuous_ofReal.pow 3).mul
      (cf.mul hg.continuous)).integrable_of_hasCompactSupport
        hgs.mul_left.mul_left).const_mul _
  -- the integral of the derivative of the boundary term vanishes
  have h := integral_eq_zero_of_hasDerivAt_of_integrable
    (fun x => lagrange_identity hbar (hf.differentiable (by simp) x).hasDerivAt
      (hg.differentiable (by simp) x).hasDerivAt) (i1.sub i2) i3
  rw [integral_sub i1 i2] at h
  exact sub_eq_zero.mp h

end

end CubicMomentumDomain
```

The compiler's answer:

```
Main.lean:55:8: error: Tactic `rewrite` failed: Did not find an occurrence of the pattern
  fun x => cubicOp hbar f x
in the target expression
  Continuous (cubicOp hbar f)

hbar : ℝ
f : ℝ → ℂ
hf : ContDiff ℝ 1 f
h1 : Continuous f
h2 : Continuous (deriv f)
⊢ Continuous (cubicOp hbar f)
```

The error arises in the proof that `cubicOp hbar f` is continuous. The `rw` was given an equation built by `funext`, whose left side is the lambda `fun x => cubicOp hbar f x`. The goal contains the same function written without the lambda, as `cubicOp hbar f`. The two are equal by definition (eta), but `rw` searches the goal for an occurrence of its pattern, and it did not find the lambda form there.

The repair first states the equation as `he`, with `cubicOp hbar f` itself on the left and the explicit formula on the right. The same `funext` term proves it, since Lean accepts the two forms as equal when it checks the term against the stated type. Now `rw [he]` finds its pattern and turns the goal into continuity of the explicit formula in `f` and `deriv f`, which the unchanged `fun_prop` proves.

The change, after which it compiles:

```diff
@@ -53,5 +53,8 @@
     have h1 : Continuous f := hf.continuous
     have h2 : Continuous (deriv f) := hf.continuous_deriv (by simp)
-    rw [funext fun x => cubicOp_of_hasDerivAt hbar (hf.differentiable (by simp) x).hasDerivAt]
+    have he : cubicOp hbar f = fun x : ℝ =>
+        -Complex.I * hbar * (3 * (x : ℂ) ^ 2 * f x + 2 * (x : ℂ) ^ 3 * deriv f x) :=
+      funext fun x => cubicOp_of_hasDerivAt hbar (hf.differentiable (by simp) x).hasDerivAt
+    rw [he]
     fun_prop
   rintro f ⟨hf, hfs⟩ g ⟨hg, hgs⟩
```
